# Piecewise-linear sampling of a concave barrier never underestimates its WKB transmission factor

Let $V$ be a potential energy on a one-dimensional path from $a$ to $b$, and let its piecewise-linear interpolant join the values of $V$ at finitely many nodes, $a$ and $b$ included, by straight lines. For a particle of mass $m$ and energy $E$, a barrier $W$ (either $V$ or an interpolant) has the barrier integral $B[W]=\int_a^b\sqrt{\max(W(x)-E,0)}\,dx$ and the WKB transmission factor $T[W]=\exp\!\big(-\tfrac{2\sqrt{2m}}{\hbar}B[W]\big)$.

```lean
import Mathlib

open Set MeasureTheory

namespace CoarseBarrier

noncomputable section

/-- The straight line through the points of the potential `V` at `p` and `q`,
evaluated at `x`; the domain is `p ≠ q`. -/
def chord (V : ℝ → ℝ) (p q x : ℝ) : ℝ := V p + (V q - V p) / (q - p) * (x - p)

/-- The start point, the listed interior nodes and the end point `b` of a reaction path
are strictly increasing. -/
def IsGrid (b : ℝ) : ℝ → List ℝ → Prop
  | p, [] => p < b
  | p, q :: l => p < q ∧ IsGrid b q l

/-- The piecewise-linear interpolant of `V` from a start point through the listed interior
nodes to `b`; the domain is a strictly increasing grid. -/
def interpolant (V : ℝ → ℝ) (b : ℝ) : ℝ → List ℝ → ℝ → ℝ
  | p, [], x => chord V p b x
  | p, q :: l, x => if x ≤ q then chord V p q x else interpolant V b q l x

/-- The barrier integral of `√(max (W - E) 0)` over the path from `a` to `b`. -/
def barrierIntegral (W : ℝ → ℝ) (E a b : ℝ) : ℝ :=
  ∫ x in a..b, √(max (W x - E) 0)

/-- The WKB transmission factor of a particle of mass `m` at energy `E` through the
barrier `W`; the domain is `m > 0` and `hbar > 0`. -/
def transmission (m hbar : ℝ) (W : ℝ → ℝ) (E a b : ℝ) : ℝ :=
  Real.exp (-(2 * √(2 * m) / hbar) * barrierIntegral W E a b)

variable {V : ℝ → ℝ} {a b c x : ℝ} {l : List ℝ}

/-- On a strictly increasing grid every later node lies to the right of the start point. -/
theorem IsGrid.lt_of_mem (h : IsGrid b a l) (hx : x ∈ l ++ [b]) : a < x := by
  induction l generalizing a with
  | nil =>
    simp only [List.nil_append, List.mem_singleton] at hx
    rw [hx]
    exact h
  | cons q l ih =>
    simp only [IsGrid] at h
    rw [List.cons_append] at hx
    rcases List.mem_cons.1 hx with e | e
    · rw [e]
      exact h.1
    · exact h.1.trans (ih h.2 e)

/-- On a strictly increasing grid the interpolant reproduces the potential at every node. -/
theorem interpolant_node (h : IsGrid b a l) (hx : x ∈ a :: (l ++ [b])) :
    interpolant V b a l x = V x := by
  induction l generalizing a with
  | nil =>
    have hab : a < b := h
    simp only [List.nil_append, List.mem_cons, List.not_mem_nil, or_false] at hx
    rcases hx with e | e
    · simp [interpolant, chord, e]
    · rw [interpolant, e, chord, div_mul_cancel₀ _ (sub_pos.2 hab).ne']
      ring
  | cons q l ih =>
    simp only [IsGrid] at h
    rcases List.mem_cons.1 hx with e | hx
    · simp [interpolant, chord, e, h.1.le]
    · rw [List.cons_append] at hx
      by_cases hxq : x ≤ q
      · rcases List.mem_cons.1 hx with e | e
        · rw [interpolant, if_pos hxq, e, chord, div_mul_cancel₀ _ (sub_pos.2 h.1).ne']
          ring
        · exact absurd (h.2.lt_of_mem e) (not_lt.2 hxq)
      · rw [interpolant, if_neg hxq]
        exact ih h.2 hx

/-- A chord of a concave potential lies nowhere above the potential between its endpoints. -/
theorem chord_le {p q : ℝ} (hV : ConcaveOn ℝ (Icc p q) V) (hpq : p < q)
    (hx : x ∈ Icc p q) : chord V p q x ≤ V x := by
  have hpos : 0 < q - p := sub_pos.2 hpq
  have hc : chord V p q x = (1 - (x - p) / (q - p)) * V p + (x - p) / (q - p) * V q := by
    unfold chord
    ring
  have hw : (x - p) / (q - p) * (q - p) = x - p := div_mul_cancel₀ _ hpos.ne'
  have h0 : 0 ≤ (x - p) / (q - p) := div_nonneg (sub_nonneg.2 hx.1) hpos.le
  have h1 : (x - p) / (q - p) ≤ 1 := (div_le_one hpos).2 (by linarith [hx.2])
  rw [hc]
  generalize (x - p) / (q - p) = w at hw h0 h1 ⊢
  -- x is the mean of the endpoints with weights 1 - w and w
  have key := hV.2 (left_mem_Icc.2 hpq.le) (right_mem_Icc.2 hpq.le)
    (sub_nonneg.2 h1) h0 (by ring)
  simp only [smul_eq_mul] at key
  rwa [show (1 - w) * p + w * q = x by linear_combination hw] at key

/-- The interpolant of a concave potential on a strictly increasing grid lies nowhere above
the potential on the path. -/
theorem interpolant_le (hV : ConcaveOn ℝ (Icc a b) V) (hg : IsGrid b a l)
    (hx : x ∈ Icc a b) : interpolant V b a l x ≤ V x := by
  induction l generalizing a with
  | nil =>
    rw [interpolant]
    exact chord_le hV hg hx
  | cons q l ih =>
    simp only [IsGrid] at hg
    have hqb : q < b := hg.2.lt_of_mem (by simp)
    rw [interpolant]
    split_ifs with h
    · exact chord_le (hV.subset (Icc_subset_Icc_right hqb.le) (convex_Icc _ _)) hg.1 ⟨hx.1, h⟩
    · exact ih (hV.subset (Icc_subset_Icc_left hg.1.le) (convex_Icc _ _)) hg.2
        ⟨(not_le.1 h).le, hx.2⟩

/-- For a concave potential, inserting a node `c` in order into the grid never decreases
the interpolated value on the path. -/
theorem interpolant_le_insert {l₁ l₂ : List ℝ} (hV : ConcaveOn ℝ (Icc a b) V)
    (hg : IsGrid b a (l₁ ++ c :: l₂)) (hx : x ∈ Icc a b) :
    interpolant V b a (l₁ ++ l₂) x ≤ interpolant V b a (l₁ ++ c :: l₂) x := by
  induction l₁ generalizing a with
  | nil =>
    -- splitting one segment at c raises the chord on both halves
    have key : ∀ q, a < c → c < q → q ≤ b → x ≤ q →
        chord V a q x ≤ if x ≤ c then chord V a c x else chord V c q x := by
      intro q hac hcq hqb hxq
      have h := chord_le (x := c) (hV.subset (Icc_subset_Icc_right hqb) (convex_Icc _ _))
        (hac.trans hcq) ⟨hac.le, hcq.le⟩
      have hs : (V q - V a) / (q - a) * (q - a) = V q - V a :=
        div_mul_cancel₀ _ (sub_pos.2 (hac.trans hcq)).ne'
      unfold chord at h ⊢
      generalize (V q - V a) / (q - a) = s at h hs ⊢
      split_ifs with hxc
      · have hst : s ≤ (V c - V a) / (c - a) := by
          rw [le_div_iff₀ (sub_pos.2 hac)]
          linarith
        have := mul_le_mul_of_nonneg_right hst (sub_nonneg.2 hx.1)
        linarith
      · have hts : (V q - V c) / (q - c) ≤ s := by
          rw [div_le_iff₀ (sub_pos.2 hcq)]
          nlinarith
        have ht : (V q - V c) / (q - c) * (q - c) = V q - V c :=
          div_mul_cancel₀ _ (sub_pos.2 hcq).ne'
        generalize (V q - V c) / (q - c) = t at hts ht ⊢
        have := mul_le_mul_of_nonneg_right hts (sub_nonneg.2 hxq)
        nlinarith
    cases l₂ with
    | nil =>
      simp only [List.nil_append, IsGrid] at hg
      simp only [List.nil_append, interpolant]
      exact key b hg.1 hg.2 le_rfl hx.2
    | cons q l =>
      simp only [List.nil_append, IsGrid] at hg
      obtain ⟨h1, h2, h3⟩ := hg
      have hqb : q < b := h3.lt_of_mem (by simp)
      simp only [List.nil_append, interpolant]
      by_cases hxq : x ≤ q
      · simpa only [if_pos hxq] using key q h1 h2 hqb.le hxq
      · have hxc : ¬ x ≤ c := fun h => hxq (h.trans h2.le)
        simp only [if_neg hxq, if_neg hxc, le_refl]
  | cons r l₁ ih =>
    simp only [List.cons_append, IsGrid] at hg
    simp only [List.cons_append, interpolant]
    split_ifs with h
    · exact le_rfl
    · exact ih (hV.subset (Icc_subset_Icc_left hg.1.le) (convex_Icc _ _)) hg.2
        ⟨(not_le.1 h).le, hx.2⟩

/-- If an interpolant lies nowhere above a continuous potential on the path, its barrier
integrand is integrable at every energy. -/
theorem integrable_interpolant (hab : a ≤ b) (hc : ContinuousOn V (Icc a b)) (E : ℝ)
    (h : ∀ x ∈ Icc a b, interpolant V b a l x ≤ V x) :
    IntervalIntegrable (fun x => √(max (interpolant V b a l x - E) 0)) volume a b := by
  have hchord : ∀ p q, Measurable (fun x => chord V p q x) := by
    intro p q
    unfold chord
    fun_prop
  have hm : ∀ (l : List ℝ) (p : ℝ), Measurable (fun x => interpolant V b p l x) := by
    intro l
    induction l with
    | nil =>
      intro p
      simp only [interpolant]
      exact hchord p b
    | cons q l ih =>
      intro p
      simp only [interpolant]
      exact Measurable.ite measurableSet_Iic (hchord p q) (ih q)
  have hr : Continuous (fun v : ℝ => √(max (v - E) 0)) := by fun_prop
  have hI : IntervalIntegrable (fun x => √(max (V x - E) 0)) volume a b :=
    ContinuousOn.intervalIntegrable_of_Icc hab (hr.comp_continuousOn hc)
  -- the integrand is measurable and dominated by that of V
  refine hI.mono_fun' (hr.measurable.comp (hm l a)).aestronglyMeasurable ?_
  refine (ae_restrict_iff' measurableSet_uIoc).2 (Filter.Eventually.of_forall fun x hx => ?_)
  rw [uIoc_of_le hab] at hx
  show ‖√(max (interpolant V b a l x - E) 0)‖ ≤ √(max (V x - E) 0)
  rw [Real.norm_of_nonneg (Real.sqrt_nonneg _)]
  exact Real.sqrt_le_sqrt (max_le_max (sub_le_sub_right (h x ⟨hx.1.le, hx.2⟩) E) le_rfl)

/-- For a continuous concave potential and any energy, piecewise-linear interpolation on a
strictly increasing grid never increases the barrier integral. -/
theorem barrierIntegral_interpolant_le (hc : ContinuousOn V (Icc a b))
    (hV : ConcaveOn ℝ (Icc a b) V) (hg : IsGrid b a l) (E : ℝ) :
    barrierIntegral (interpolant V b a l) E a b ≤ barrierIntegral V E a b := by
  have hab : a ≤ b := (hg.lt_of_mem (by simp)).le
  have hr : Continuous (fun v : ℝ => √(max (v - E) 0)) := by fun_prop
  have hle : ∀ x ∈ Icc a b, interpolant V b a l x ≤ V x := fun x hx => interpolant_le hV hg hx
  exact intervalIntegral.integral_mono_on hab (integrable_interpolant hab hc E hle)
    (ContinuousOn.intervalIntegrable_of_Icc hab (hr.comp_continuousOn hc))
    fun x hx => Real.sqrt_le_sqrt (max_le_max (sub_le_sub_right (hle x hx) E) le_rfl)

/-- For positive mass and positive `hbar`, one barrier transmits no more than another exactly
when its barrier integral is at least as large. -/
theorem transmission_le_iff {m hbar : ℝ} (hm : 0 < m) (hh : 0 < hbar) (W U : ℝ → ℝ) (E : ℝ) :
    transmission m hbar W E a b ≤ transmission m hbar U E a b ↔
      barrierIntegral U E a b ≤ barrierIntegral W E a b := by
  have hk : 0 < 2 * √(2 * m) / hbar := by positivity
  unfold transmission
  rw [Real.exp_le_exp]
  generalize 2 * √(2 * m) / hbar = k at hk ⊢
  constructor
  · intro h
    exact le_of_mul_le_mul_left (by linarith) hk
  · intro h
    have := mul_le_mul_of_nonneg_left h hk.le
    linarith

/-- For a continuous concave barrier, positive mass and positive `hbar`, the interpolated path
never underestimates WKB transmission, and inserting a node in order never increases the
estimate. -/
theorem coarse_path_overestimates_tunnelling {m hbar : ℝ} (hm : 0 < m) (hh : 0 < hbar)
    {l₁ l₂ : List ℝ} (hc : ContinuousOn V (Icc a b)) (hV : ConcaveOn ℝ (Icc a b) V)
    (hg : IsGrid b a (l₁ ++ c :: l₂)) (E : ℝ) :
    transmission m hbar V E a b ≤
        transmission m hbar (interpolant V b a (l₁ ++ c :: l₂)) E a b ∧
      transmission m hbar (interpolant V b a (l₁ ++ c :: l₂)) E a b ≤
        transmission m hbar (interpolant V b a (l₁ ++ l₂)) E a b := by
  rw [transmission_le_iff hm hh, transmission_le_iff hm hh]
  refine ⟨barrierIntegral_interpolant_le hc hV hg E, ?_⟩
  have hab : a ≤ b := (hg.lt_of_mem (by simp)).le
  have hfine : ∀ x ∈ Icc a b, interpolant V b a (l₁ ++ c :: l₂) x ≤ V x :=
    fun x hx => interpolant_le hV hg hx
  have hstep : ∀ x ∈ Icc a b,
      interpolant V b a (l₁ ++ l₂) x ≤ interpolant V b a (l₁ ++ c :: l₂) x :=
    fun x hx => interpolant_le_insert hV hg hx
  exact intervalIntegral.integral_mono_on hab
    (integrable_interpolant hab hc E fun x hx => (hstep x hx).trans (hfine x hx))
    (integrable_interpolant hab hc E hfine)
    fun x hx => Real.sqrt_le_sqrt (max_le_max (sub_le_sub_right (hstep x hx) E) le_rfl)

/-- For the parabolic barrier `1 - x²` on `[-1, 1]` at zero energy, sampling only the endpoints
gives barrier integral `0`, while the exact value is `π / 2`. -/
theorem parabolic_barrier :
    barrierIntegral (interpolant (fun x => 1 - x ^ 2) 1 (-1) []) 0 (-1) 1 = 0 ∧
      barrierIntegral (fun x => 1 - x ^ 2) 0 (-1) 1 = Real.pi / 2 := by
  constructor
  · simp [barrierIntegral, interpolant, chord]
  · rw [← integral_sqrt_one_sub_sq]
    unfold barrierIntegral
    apply intervalIntegral.integral_congr
    intro x hx
    rw [uIcc_of_le (by norm_num)] at hx
    have h : 0 ≤ 1 - x ^ 2 := by
      nlinarith [mul_nonneg (sub_nonneg.2 hx.1) (sub_nonneg.2 hx.2)]
    show √(max (1 - x ^ 2 - 0) 0) = √(1 - x ^ 2)
    rw [sub_zero, max_eq_left h]

end

end CoarseBarrier
```

```lean
#print axioms CoarseBarrier.interpolant_node
#print axioms CoarseBarrier.barrierIntegral_interpolant_le
#print axioms CoarseBarrier.coarse_path_overestimates_tunnelling
#print axioms CoarseBarrier.parabolic_barrier
```

```
'CoarseBarrier.interpolant_node' depends on axioms: [propext, Classical.choice, Quot.sound]
'CoarseBarrier.barrierIntegral_interpolant_le' depends on axioms: [propext, Classical.choice, Quot.sound]
'CoarseBarrier.coarse_path_overestimates_tunnelling' depends on axioms: [propext, Classical.choice, Quot.sound]
'CoarseBarrier.parabolic_barrier' depends on axioms: [propext, Classical.choice, Quot.sound]
```

## A sampled path as a list of nodes

In the code the start point, the interior nodes and the end point are kept apart: `interpolant V b a l` starts at `a`, runs through the list `l` and ends at `b`. `IsGrid b a l` says that these points are strictly increasing, so $a<b$ and every segment has positive length. The interpolant is defined by recursion: up to the first node it is the `chord`, and beyond that it is the interpolant of the remaining path. `interpolant_node` confirms that this function takes the value of $V$ at every node.

`barrierIntegral` and `transmission` are $B$ and $T$. The maximum with zero removes the classically allowed stretches, so the turning points need not be located. The factor is the bare exponential, without a prefactor or reflection above the barrier, and it equals 1 when $E$ is at or above the barrier top. The mass is constant along the path.

The main theorem, `coarse_path_overestimates_tunnelling`, takes $V$ continuous and concave on $[a,b]$, $m>0$, $\hbar>0$ and any real $E$. The fine grid has interior nodes `l₁ ++ c :: l₂`, and the coarse grid is the same with $c$ left out. The conclusion is

$$T[V]\;\le\;T[L_{\text{fine}}]\;\le\;T[L_{\text{coarse}}],$$

where $L_{\text{fine}}$ and $L_{\text{coarse}}$ are the two interpolants. Repeating the step compares any two grids of which one contains the other. Two grids that are not nested are not ordered by this argument, even if one has more nodes.

Concavity is the physical restriction. It suits the region around a barrier top, whereas the flanks of many reaction barriers curve the other way. On a convex stretch a chord lies on or above the potential, and the error has the opposite sign.

## Why a chord lies below the barrier

Take $p<q$ and $x\in[p,q]$, and set $w=(x-p)/(q-p)$, which lies between 0 and 1. Then $x=(1-w)p+wq$, and concavity gives

$$V(x)\ge(1-w)V(p)+wV(q)=V(p)+\frac{V(q)-V(p)}{q-p}(x-p).$$

The right-hand side is the chord. This is `chord_le`, where `hc` rewrites the chord as the weighted mean and `key` is the concavity inequality.

Every point of the path lies in some segment, so the whole interpolant is at most $V$. `interpolant_le` proves this by induction along the list: $x$ is either in the first segment, where `chord_le` applies, or further on, where the induction hypothesis does. A concave function stays concave on a smaller interval, which is what the `hV.subset` terms supply.

## Why a new node raises the interpolant

Insert $c$ between neighbouring nodes $p<c<q$. Let $s$ be the slope of the old chord, and let $u$ and $t$ be the slopes of the new chords on the left and on the right:

$$s=\frac{V(q)-V(p)}{q-p},\qquad u=\frac{V(c)-V(p)}{c-p},\qquad t=\frac{V(q)-V(c)}{q-c}.$$

The old chord lies below $V$ at $c$, so $V(c)\ge V(p)+s(c-p)$, and hence $u\ge s$. Since $V(q)=V(p)+s(q-p)$, the same inequality gives $V(q)-V(c)\le s(q-c)$, and hence $t\le s$.

For $x\in[p,c]$ the old and new lines both start at $(p,V(p))$, and new minus old is $(u-s)(x-p)\ge0$. For $x\in[c,q]$ both lines end at $(q,V(q))$, and new minus old is $(s-t)(q-x)\ge0$. Outside $[p,q]$ nothing changes.

In `interpolant_le_insert` this comparison is the statement `key`, with the left node called `a`. The case split on `l₂` decides whether the right neighbour of $c$ is the end point $b$ or another listed node. Induction on `l₁` then moves the insertion along the path: the first segment is common to both grids, and the rest is the induction hypothesis.

## From heights to transmission

The function $v\mapsto\sqrt{\max(v-E,0)}$ never decreases as $v$ grows. From $L_{\text{coarse}}\le L_{\text{fine}}\le V$ on $[a,b]$ it follows that

$$B[L_{\text{coarse}}]\le B[L_{\text{fine}}]\le B[V].$$

Lean assigns the value 0 to the integral of a non-integrable function, so integrability has to be proved before integrals are compared. For $V$ it comes from continuity. For an interpolant, `integrable_interpolant` shows that the integrand is measurable, being assembled from straight lines, and bounded by the integrand of $V$. `barrierIntegral_interpolant_le` then gives $B[L]\le B[V]$ for any grid, and the comparison of the two grids is made inside the main theorem.

Finally, $2\sqrt{2m}/\hbar$ is positive and the exponent carries a minus sign, so a larger barrier integral means a smaller transmission factor. `transmission_le_iff` states this as an equivalence, and the main theorem uses it to turn both inequalities around.

## One chord across a parabola

The smallest grid has no interior node, and the interpolant is a single chord. For $V(x)=1-x^2$ on $[-1,1]$ at $E=0$ both endpoint values are zero, so the chord is zero everywhere and the barrier has vanished. `parabolic_barrier` records the two integrals: 0 for the chord, and for the true barrier

$$\int_{-1}^{1}\sqrt{1-x^2}\,dx=\frac{\pi}{2},$$

the area of a half disc. The corresponding transmission factors are 1 and $e^{-\pi\sqrt{2m}/\hbar}$.

With one more node, at $x=0$, the interpolant is $1-|x|$, and a short integration gives $B=4/3$, between 0 and $\pi/2\approx1.571$. In units with $m=\hbar=1$ the transmission factor is then about 0.023, against 0.012 for the true parabola: three energies still overestimate tunnelling by nearly a factor of two.

At the other extreme, if $V$ is itself a straight line, every interpolant equals it on the path and both inequalities become equalities.

## Energies along a computed path

In a reaction-path calculation $V$ is known as a list of energies at successive geometries. Suppose two neighbouring points are a distance $h$ apart and lie above $E$ by $u_0>0$ and $u_1>0$. With linear interpolation their segment contributes

$$\frac{2h}{3}\,\frac{u_1^{3/2}-u_0^{3/2}}{u_1-u_0}\quad(u_0\ne u_1),\qquad h\sqrt{u_0}\quad(u_0=u_1)$$

to the barrier integral. Computing one more energy between the two points replaces this term by two. For a fixed one-dimensional path with constant mass, a concave profile and energies that lie exactly on $V$, the new sum is at least the old term, so the WKB estimate of tunnelling stays the same or falls, and it never drops below the value for $V$ itself.
